# Equally spaced levels in a band of width $W$: exact filling energy and a $1/n^2$ deficit in the second moment

A program that replaces a rectangular band of width $W$ by five equally spaced levels, one at the centre of each fifth of the band, returns a mean squared energy 4 per cent below the continuum value $W^2/12$. Without the finite-$n$ formula, that looks like a bug or a badly normalised density of states. With it, the discrepancy is accounted for: for $n$ levels the mean square is $(W^2/12)(1-1/n^2)$. The energy of the $N$ lowest levels, on the other hand, already agrees with the continuum expression at every integer filling.

The levels are
$$e_k=-\frac W2+\Bigl(k+\frac12\Bigr)\frac Wn,\qquad k=0,1,\dots,n-1,$$
where $W$ is the bandwidth, $n\ge 1$ the number of levels and $k$ the level index. Each level is the midpoint of one of $n$ cells of width $W/n$. The lowest and highest levels are therefore $\mp\frac W2(1-\frac1n)$, and the band edges $\mp W/2$ are not themselves levels. The zero of energy is the band centre.

In electronic structure, the rectangular band is a simple model of cohesion in transition metals, with the band centre playing the part of the atomic level. The problems below treat it for non-interacting electrons in a fixed, finite set of levels, each holding at most one electron. For spin-degenerate levels, the energies apply to each spin separately.

```lean
import Mathlib

open Finset Filter

namespace DiscreteRectangularBand

noncomputable section
```

In Lean, `level W n k` is $e_k$, with `W` real and `n`, `k` natural numbers. The definition doesn't stop at $k=n-1$: it continues the ladder upwards for all $k$, and a statement about the actual band has to restrict the index itself.

```lean
/-- The `k`-th level of a band of width `W` with `n` equally spaced levels centred at zero. -/
def level (W : ℝ) (n k : ℕ) : ℝ := -W / 2 + ((k : ℝ) + 1 / 2) * W / n
```

The energy of the first $N$ levels is $E(N)=\sum_{k=0}^{N-1}e_k$. The set `range N` is $\{0,\dots,N-1\}$, so the sum has exactly $N$ terms.

```lean
/-- The total energy of the first `N` levels, each occupied once. -/
def bandEnergy (W : ℝ) (n N : ℕ) : ℝ := ∑ k ∈ range N, level W n k
```

The second moment is the mean square over the whole band, $M_2(n)=\frac1n\sum_{k=0}^{n-1}e_k^2$. It is normalised per level and taken about the band centre.

```lean
/-- The mean squared level of the band with `n` levels. -/
def secondMoment (W : ℝ) (n : ℕ) : ℝ := (∑ k ∈ range n, level W n k ^ 2) / n
```

## (a) Levels are ordered by their index

Show that for $W\ge0$ and $j\le k$ one has $e_j\le e_k$.

Subtracting the two levels removes the constant $-W/2$ and the half-step:
$$e_k-e_j=\frac{(k-j)W}{n}\ge0 .$$

The hypothesis `hW : 0 ≤ W` makes the bandwidth non-negative. With a negative $W$ the ladder would run downwards and the first levels would be the highest. The theorem doesn't ask for $n>0$, because Lean sets division by zero to zero, and all levels then coincide at $-W/2$.

The proof turns $j\le k$ into an inequality between real numbers. After that `gcongr` compares the two expressions for the levels, which differ only in the index, and uses the signs of $W$ and $n$ as the calculation above does.

```lean
/-- For a non-negative bandwidth the levels are ordered by their index. -/
theorem level_mono {W : ℝ} (hW : 0 ≤ W) (n : ℕ) {j k : ℕ} (hjk : j ≤ k) :
    level W n j ≤ level W n k := by
  have h : (j : ℝ) ≤ k := by exact_mod_cast hjk
  unfold level
  gcongr
```

## (b) The sum of the first $N$ levels

Show that $E(N)=-\dfrac{WN(n-N)}{2n}$ for $n\ge1$.

Use induction on $N$. For $N=0$ both sides vanish. If the formula holds for $N$, adding the next level $e_N$ gives
$$\begin{aligned}
E(N+1)&=-\frac{WN(n-N)}{2n}-\frac W2+\frac{(2N+1)W}{2n}\\
&=\frac{W}{2n}\bigl[N^2+2N+1-n(N+1)\bigr]\\
&=-\frac{W(N+1)(n-N-1)}{2n},
\end{aligned}$$
which is the formula for $N+1$.

For comparison, a continuous band with constant density $n/W$, filled from $-W/2$ up to $-W/2+NW/n$, has the energy
$$\int_{-W/2}^{-W/2+NW/n}\frac nW\,e\,de=\frac{n}{2W}\left[\Bigl(-\frac W2+\frac{NW}{n}\Bigr)^2-\frac{W^2}{4}\right]=-\frac{WN(n-N)}{2n}.$$
This is the agreement at integer filling mentioned at the start; the integral is an addition to the Lean file, which works with the discrete sum alone.

The theorem `bandEnergy_eq` holds for every real $W$ and every natural $N$. For $N\le n$ it describes a filling of the band. For $N>n$ it is an identity about the continued ladder and has no such meaning.

The Lean induction has the same two cases. In the second, `sum_range_succ` splits off the last level, `ih` inserts the formula for $N$, and `field_simp` and `ring` carry out the algebra over the common denominator.

```lean
/-- The sum of the first `N` levels is `-W N (n - N) / (2 n)`. -/
theorem bandEnergy_eq (W : ℝ) {n : ℕ} (hn : 0 < n) (N : ℕ) :
    bandEnergy W n N = -(W * N * ((n : ℝ) - N) / (2 * n)) := by
  have hn' : (n : ℝ) ≠ 0 := by exact_mod_cast hn.ne'
  unfold bandEnergy
  induction N with
  | zero => simp
  | succ N ih =>
    rw [sum_range_succ, ih, level]
    push_cast
    field_simp
    ring
```

## (c) No other choice of $N$ levels is lower

Let $S$ be any finite set of indices with $N$ elements, and let $W\ge0$. Show that $E(N)\le\sum_{k\in S}e_k$.

Measure energies from $e_N$, the first level left empty when the ladder is filled from below: $g_k=e_k-e_N$. By (a), $g_k\le0$ for $k<N$ and $g_k\ge0$ for $k\ge N$. Dropping the non-negative terms from the sum over $S$ gives
$$\sum_{k\in S}g_k\ \ge\sum_{k\in S,\;k<N}g_k .$$
The remaining indices form a subset of $\{0,\dots,N-1\}$. Including the missing ones adds only non-positive terms, so
$$\sum_{k\in S,\;k<N}g_k\ \ge\ \sum_{k=0}^{N-1}g_k .$$
The sets $S$ and $\{0,\dots,N-1\}$ both have $N$ elements. The shift therefore contributes the same amount $-Ne_N$ on each side, and cancelling it gives the claim.

In Lean, $S$ is a `Finset ℕ`. Its elements are distinct, which expresses the Pauli principle, and $N$ appears as `S.card`. The set may contain indices beyond the top of the band, so the inequality is slightly more general than the physics needs.

The steps correspond one to one. `hsplit` divides the sum over $S$ at the reference level, `hup` is the non-negativity of the upper part, and `hlow` is the comparison of the lower part with the full set, written for $-g_k$ so that all terms are non-negative. `hS` and `hR` restore the shift $Ne_N$, and `linarith` combines the inequalities.

```lean
/-- Any choice of `N` distinct levels has at least the energy of the first `N` levels. -/
theorem bandEnergy_le_sum {W : ℝ} (hW : 0 ≤ W) (n : ℕ) (S : Finset ℕ) :
    bandEnergy W n S.card ≤ ∑ k ∈ S, level W n k := by
  -- measure all energies from the first empty level
  set N := S.card with hN
  let g : ℕ → ℝ := fun k => level W n k - level W n N
  have hsplit := sum_filter_add_sum_filter_not S (fun k => k < N) g
  -- levels at or above the reference contribute non-negatively
  have hup : 0 ≤ ∑ k ∈ S.filter (fun k => ¬ k < N), g k := by
    apply sum_nonneg
    intro k hk
    have hk' : N ≤ k := not_lt.mp (mem_filter.mp hk).2
    exact sub_nonneg.mpr (level_mono hW n hk')
  -- leaving out levels below the reference cannot lower the energy
  have hlow : ∑ k ∈ S.filter (fun k => k < N), -g k ≤ ∑ k ∈ range N, -g k := by
    apply sum_le_sum_of_subset_of_nonneg
    · intro k hk
      exact mem_range.mpr (mem_filter.mp hk).2
    · intro k hk _
      have h := level_mono hW n (mem_range.mp hk).le
      change 0 ≤ -(level W n k - level W n N)
      linarith
  rw [sum_neg_distrib, sum_neg_distrib] at hlow
  have hS : ∑ k ∈ S, g k = ∑ k ∈ S, level W n k - N * level W n N := by
    simp only [g, sum_sub_distrib, sum_const, nsmul_eq_mul, ← hN]
  have hR : ∑ k ∈ range N, g k = bandEnergy W n N - N * level W n N := by
    simp only [g, bandEnergy, sum_sub_distrib, sum_const, nsmul_eq_mul, card_range]
  linarith
```

## (d) The ground-state energy of $N$ electrons

Let $W\ge0$, $n\ge1$ and $0\le N\le n$. Show that the least total energy of $N$ electrons in distinct levels of the band is $-WN(n-N)/(2n)$.

Filling the levels $0,\dots,N-1$ is allowed because $N\le n$, and by (b) it has this energy. By (c) no other occupation has less. The value is therefore reached and is a lower bound.

The set inside `IsLeast` contains the energies of all allowed occupations: `S ⊆ range n` keeps the electrons within the band, and `S.card = N` fixes their number. `IsLeast` says that the stated number belongs to this set and that no member of the set is smaller. The minimum is taken over occupation sets, which stand for the determinants of non-interacting electrons. No Hamiltonian operator or many-electron wavefunction occurs in the statement.

The proof first rewrites the formula as `bandEnergy W n N`. The first bullet then supplies `range N` as the occupation that reaches the value, and the second applies (c) to an arbitrary competitor.

```lean
/-- The least total energy of `N` distinct occupied levels among the `n` levels of the band
is `-W N (n - N) / (2 n)`. -/
theorem groundState_energy {W : ℝ} (hW : 0 ≤ W) {n N : ℕ} (hn : 0 < n) (hN : N ≤ n) :
    IsLeast {E : ℝ | ∃ S : Finset ℕ, S ⊆ range n ∧ S.card = N ∧ E = ∑ k ∈ S, level W n k}
      (-(W * N * ((n : ℝ) - N) / (2 * n))) := by
  rw [← bandEnergy_eq W hn N]
  constructor
  · refine ⟨range N, ?_, card_range N, rfl⟩
    intro k hk
    exact mem_range.mpr (lt_of_lt_of_le (mem_range.mp hk) hN)
  · rintro E ⟨S, _, hcard, rfl⟩
    rw [← hcard]
    exact bandEnergy_le_sum hW n S
```

## (e) The sum of squares over the first $N$ levels

For $n\ge1$, show that
$$\sum_{k=0}^{N-1}e_k^2=W^2\left[\frac N4-\frac{N^2}{2n}+\frac{N(4N^2-1)}{12n^2}\right].$$

Write $e_k=W\bigl(-\frac12+\frac{2k+1}{2n}\bigr)$ and square it:
$$e_k^2=W^2\left[\frac14-\frac{2k+1}{2n}+\frac{(2k+1)^2}{4n^2}\right].$$
Two sums over odd numbers are needed,
$$\sum_{k=0}^{N-1}(2k+1)=N^2,\qquad \sum_{k=0}^{N-1}(2k+1)^2=\frac{N(4N^2-1)}{3}.$$
Both hold for $N=0$. Going from $N$ to $N+1$, the first right-hand side grows by $(N+1)^2-N^2=2N+1$, as it should. For the second, factorise $4N^2-1=(2N-1)(2N+1)$:
$$\begin{aligned}
\frac{N(2N-1)(2N+1)}{3}+(2N+1)^2&=\frac{(2N+1)(2N^2+5N+3)}{3}\\
&=\frac{(N+1)(2N+1)(2N+3)}{3},
\end{aligned}$$
and this is $(N+1)\bigl(4(N+1)^2-1\bigr)/3$. Inserting both sums gives the result.

As in (b), the theorem puts no upper limit on $N$. The Lean proof runs a single induction on the complete formula instead of two on its parts. In the step from $N$ to $N+1$, the bracket has to grow by $\frac14-\frac{2N+1}{2n}+\frac{(2N+1)^2}{4n^2}$, which is $e_N^2/W^2$ when $W\neq0$. The closing `field_simp` and `ring` verify the corresponding identity with the factor $W^2$ in place, so $W=0$ is included.

```lean
/-- The sum of the squares of the first `N` levels, in closed form. -/
theorem sum_level_sq (W : ℝ) {n : ℕ} (hn : 0 < n) (N : ℕ) :
    ∑ k ∈ range N, level W n k ^ 2 =
      W ^ 2 * ((N : ℝ) / 4 - (N : ℝ) ^ 2 / (2 * n)
        + N * (4 * (N : ℝ) ^ 2 - 1) / (12 * (n : ℝ) ^ 2)) := by
  have hn' : (n : ℝ) ≠ 0 := by exact_mod_cast hn.ne'
  induction N with
  | zero => simp
  | succ N ih =>
    rw [sum_range_succ, ih, level]
    push_cast
    field_simp
    ring
```

## (f) The mean squared level

Show that $M_2(n)=\dfrac{W^2}{12}\Bigl(1-\dfrac1{n^2}\Bigr)$ for $n\ge1$.

Set $N=n$ in (e):
$$\sum_{k=0}^{n-1}e_k^2=W^2\left[\frac n4-\frac n2+\frac{4n^2-1}{12n}\right]=W^2\left[\frac n{12}-\frac1{12n}\right].$$
Dividing by $n$ gives the claim.

Two small bands confirm the formula. For $n=1$ the only level lies at zero, and the second moment vanishes. For $n=2$ the levels are $\pm W/4$, with mean square $W^2/16=\frac{W^2}{12}\cdot\frac34$. For $n=5$ the factor is $24/25$, which is the 4 per cent from the start. Since (b) gives $E(n)=0$, the mean level is zero and $M_2(n)$ is also the variance of the levels.

The Lean proof follows the same route: it unfolds the definition, applies `sum_level_sq` with $N=n$ and simplifies.

```lean
/-- The mean squared level is `(W² / 12) (1 - 1 / n²)`. -/
theorem secondMoment_eq (W : ℝ) {n : ℕ} (hn : 0 < n) :
    secondMoment W n = W ^ 2 / 12 * (1 - 1 / (n : ℝ) ^ 2) := by
  have hn' : (n : ℝ) ≠ 0 := by exact_mod_cast hn.ne'
  rw [secondMoment, sum_level_sq W hn n]
  field_simp
  ring
```

## (g) The continuum limit of the second moment

Show that $M_2(n)\to W^2/12$ as $n\to\infty$ with $W$ fixed.

Since $1/n\to0$, also $1/n^2\to0$, and the factor $1-1/n^2$ in (f) tends to 1.

In the statement, `atTop` means that $n$ grows without bound through the natural numbers, and `nhds (W ^ 2 / 12)` that the values approach $W^2/12$. The bandwidth stays constant while the spacing $W/n$ shrinks. The theorem concerns this one moment and doesn't state convergence of the density of states itself.

The limit `h0` is $1/n\to0$, and `h1` carries it through the square, the subtraction from 1 and the factor $W^2/12$. The formula from (f) needs $n>0$, so `congr'` is used to replace the function only for sufficiently large $n$, which leaves the limit unchanged.

```lean
/-- As the number of levels grows at fixed bandwidth, the mean squared level tends
to `W² / 12`. -/
theorem secondMoment_tendsto (W : ℝ) :
    Tendsto (fun n : ℕ => secondMoment W n) atTop (nhds (W ^ 2 / 12)) := by
  have h0 : Tendsto (fun n : ℕ => 1 / (n : ℝ)) atTop (nhds 0) :=
    tendsto_one_div_atTop_nhds_zero_nat
  have h1 : Tendsto (fun n : ℕ => W ^ 2 / 12 * (1 - (1 / (n : ℝ)) ^ 2)) atTop
      (nhds (W ^ 2 / 12 * (1 - 0 ^ 2))) :=
    ((h0.pow 2).const_sub 1).const_mul (W ^ 2 / 12)
  have h2 : W ^ 2 / 12 * (1 - (0 : ℝ) ^ 2) = W ^ 2 / 12 := by ring
  rw [h2] at h1
  refine h1.congr' ?_
  filter_upwards [eventually_gt_atTop 0] with n hn
  rw [secondMoment_eq W hn, one_div_pow]
```

## (h) Half filling gives the lowest energy

Let $W>0$ and $n\ge1$. Show that $E(N)\ge-Wn/8$, with equality exactly when $2N=n$.

Complete the square in (b):
$$E(N)=\frac{W}{2n}\bigl(N^2-nN\bigr)=-\frac{Wn}{8}+\frac{W}{8n}(2N-n)^2 .$$
The last term is non-negative and vanishes only for $2N=n$.

For odd $n$ no integer $N$ satisfies this condition, so the bound is not reached. The lowest value then occurs at $N=(n\pm1)/2$ and lies $W/(8n)$ above the bound. For a single level this gives $E(0)=E(1)=0$, as it must.

The condition $W>0$ is stronger than the $W\ge0$ used earlier: at $W=0$ all levels coincide at zero, and every filling would give equality. The result also depends on measuring energies from the band centre, since a shift of all levels by a constant adds a term linear in $N$ and can move the minimum.

In the proof, `key` is the completed square and `hc` states that its prefactor is positive. The bound follows because a square is non-negative. For the equivalence, one direction concludes from a vanishing product that $2N-n=0$, and the other substitutes $2N=n$ into `key`.

```lean
/-- The band energy is never below `-W n / 8`, and it equals this value exactly when half of
the levels are filled. -/
theorem half_filling_optimal {W : ℝ} (hW : 0 < W) {n : ℕ} (hn : 0 < n) (N : ℕ) :
    -(W * n / 8) ≤ bandEnergy W n N ∧
      (bandEnergy W n N = -(W * n / 8) ↔ 2 * N = n) := by
  have hn' : (0 : ℝ) < n := by exact_mod_cast hn
  -- complete the square in the filling
  have key : bandEnergy W n N =
      -(W * n / 8) + W / (8 * n) * (2 * (N : ℝ) - n) ^ 2 := by
    rw [bandEnergy_eq W hn N]
    field_simp
    ring
  have hc : 0 < W / (8 * (n : ℝ)) := by positivity
  refine ⟨?_, ?_, ?_⟩
  · have h := mul_nonneg hc.le (sq_nonneg (2 * (N : ℝ) - n))
    linarith
  · intro h
    have h0 : W / (8 * (n : ℝ)) * (2 * (N : ℝ) - n) ^ 2 = 0 := by linarith
    have h1 : (2 * (N : ℝ) - n) ^ 2 = 0 := (mul_eq_zero.mp h0).resolve_left hc.ne'
    have h2 : 2 * (N : ℝ) - n = 0 := pow_eq_zero_iff (two_ne_zero) |>.mp h1
    have h3 : 2 * (N : ℝ) = n := by linarith
    exact_mod_cast h3
  · intro h
    have h1 : 2 * (N : ℝ) = n := by exact_mod_cast h
    rw [key, h1]
    ring

end

end DiscreteRectangularBand
```

```lean
#print axioms DiscreteRectangularBand.groundState_energy
#print axioms DiscreteRectangularBand.secondMoment_tendsto
#print axioms DiscreteRectangularBand.half_filling_optimal
```

```
'DiscreteRectangularBand.groundState_energy' depends on axioms: [propext, Classical.choice, Quot.sound]
'DiscreteRectangularBand.secondMoment_tendsto' depends on axioms: [propext, Classical.choice, Quot.sound]
'DiscreteRectangularBand.half_filling_optimal' depends on axioms: [propext, Classical.choice, Quot.sound]
```
